# The energy of a finite ring with symmetric pair couplings, summed by shells of equal separation

The theorem `energy_univ` concerns a finite ring of `N = p + q + 1` sites with real one-body energies `h` and real, symmetric pair energies `v`, where each pair of distinct sites counts once. Let the shell energy at separation `d` be the sum over all sites `a` of `v a (a + d)`. The theorem states that the energy of the whole ring is the sum of the one-body energies plus half of the sum of two totals: the shell energies for separations 1 to `p`, and those for separations 1 to `q`. The proof fixes a site `a`, writes the other sites as the window of `p + q` sites that follow it, and exchanges the order of summation. It then uses the symmetry of `v` to replace the shells beyond `p` by their mirror images, the shells from 1 to `q`.

The first attempt, which Lean rejects:

```lean
import Mathlib

open Finset

namespace RingOverlappingFragments

noncomputable section

variable {N : ℕ}

/-- Energy of a fragment `S` of the ring: one-body energies plus the pair energies of
distinct sites, where the factor one half compensates for summing over ordered pairs. -/
def energy (h : ZMod N → ℝ) (v : ZMod N → ZMod N → ℝ) (S : Finset (ZMod N)) : ℝ :=
  ∑ i ∈ S, h i + (∑ i ∈ S, ∑ j ∈ S, if i = j then 0 else v i j) / 2

/-- The cyclic window of the `L` consecutive sites `a, a + 1, …, a + L - 1`. -/
def window (L : ℕ) (a : ZMod N) : Finset (ZMod N) :=
  (range L).image (fun k : ℕ => a + (k : ZMod N))

/-- Shell energy: the coupling of each site to the site `d` steps ahead, summed over the ring. -/
def shell [NeZero N] (v : ZMod N → ZMod N → ℝ) (d : ℕ) : ℝ :=
  ∑ a : ZMod N, v a (a + (d : ZMod N))

/-- A window of `m + 1` sites is its first site together with the window of the next `m` sites. -/
theorem window_succ (m : ℕ) (a : ZMod N) :
    window (m + 1) a = insert a (window m (a + 1)) := by
  ext x
  simp only [window, mem_image, mem_range, mem_insert]
  constructor
  · rintro ⟨k, hk, rfl⟩
    cases k with
    | zero => left; simp
    | succ k => right; exact ⟨k, by omega, by push_cast; ring⟩
  · rintro (rfl | ⟨k, hk, rfl⟩)
    · exact ⟨0, by omega, by simp⟩
    · exact ⟨k + 1, by omega, by push_cast; ring⟩

/-- A window of at most `N` sites visits each of its sites once, so a sum over the window is a
sum over steps from its first site. -/
theorem sum_window {L : ℕ} (hL : L ≤ N) (a : ZMod N) (f : ZMod N → ℝ) :
    ∑ j ∈ window L a, f j = ∑ k ∈ range L, f (a + (k : ZMod N)) := by
  unfold window
  refine Finset.sum_image ?_
  intro k hk l hl hkl
  have hk' : k < L := by simpa using hk
  have hl' : l < L := by simpa using hl
  have e : (k : ZMod N) = (l : ZMod N) := add_left_cancel hkl
  rw [ZMod.natCast_eq_natCast_iff', Nat.mod_eq_of_lt (show k < N by omega),
    Nat.mod_eq_of_lt (show l < N by omega)] at e
  exact e

private theorem window_full [NeZero N] (a : ZMod N) : window N a = univ := by
  ext x
  simp only [window, mem_image, mem_range, mem_univ, iff_true]
  exact ⟨(x - a).val, ZMod.val_lt _, by rw [ZMod.natCast_zmod_val]; ring⟩

private theorem first_notMem {m : ℕ} (hm : m + 1 ≤ N) (a : ZMod N) :
    a ∉ window m (a + 1) := by
  simp only [window, mem_image, mem_range]
  rintro ⟨k, hk, e⟩
  have e' : ((k + 1 : ℕ) : ZMod N) = 0 := by
    push_cast
    linear_combination e
  have := Nat.le_of_dvd (by omega) ((CharP.cast_eq_zero_iff (ZMod N) N (k + 1)).mp e')
  omega

private theorem sum_next {m : ℕ} (hm : m + 1 ≤ N) (a : ZMod N) (f : ZMod N → ℝ) :
    ∑ j ∈ window m (a + 1), f j = ∑ k ∈ range m, f (a + ((k + 1 : ℕ) : ZMod N)) := by
  rw [sum_window (by omega)]
  refine Finset.sum_congr rfl fun k _ => ?_
  congr 1
  push_cast
  ring

/-- Separations `d` and `N - d` describe the same pairs and have equal shell energies. -/
theorem shell_reflect [NeZero N] {v : ZMod N → ZMod N → ℝ}
    (hv : ∀ i j, v i j = v j i) {d e : ℕ} (hde : d + e = N) : shell v d = shell v e := by
  have hz : (d : ZMod N) + (e : ZMod N) = 0 := by
    rw [← Nat.cast_add, hde, ZMod.natCast_self]
  unfold shell
  rw [← Equiv.sum_comp (Equiv.addRight (d : ZMod N)) (fun a => v a (a + (e : ZMod N)))]
  refine Finset.sum_congr rfl fun a _ => ?_
  change v a (a + (d : ZMod N)) = v (a + (d : ZMod N)) (a + (d : ZMod N) + (e : ZMod N))
  rw [add_assoc a, hz, add_zero, hv]

/-- The exact ring energy through shells: for `p + q + 1 = N`, half the shells up to separation
`p` plus half the shells up to separation `q`, together with the one-body energies. -/
theorem energy_univ [NeZero N] (h : ZMod N → ℝ) {v : ZMod N → ZMod N → ℝ}
    (hv : ∀ i j, v i j = v j i) {p q : ℕ} (hN : p + q + 1 = N) :
    energy h v univ = ∑ a, h a
      + (∑ k ∈ range p, shell v (k + 1) + ∑ k ∈ range q, shell v (k + 1)) / 2 := by
  have key : ∀ a : ZMod N, ∑ j, (if a = j then 0 else v a j)
      = ∑ k ∈ range (p + q), v a (a + ((k + 1 : ℕ) : ZMod N)) := fun a => by
    have ha := first_notMem (le_of_eq hN) a
    have hu : (univ : Finset (ZMod N)) = insert a (window (p + q) (a + 1)) := by
      rw [← window_succ, hN, window_full]
    rw [hu, Finset.sum_insert ha, if_pos rfl, zero_add, ← sum_next (le_of_eq hN)]
    exact Finset.sum_congr rfl fun j hj =>
      if_neg (fun e : a = j => ha (by rw [e]; exact hj))
  -- the shells beyond `p` are the mirror images of the shells up to `q`
  have far : ∑ k ∈ range q, shell v (p + k + 1) = ∑ k ∈ range q, shell v (k + 1) := by
    rw [← Finset.sum_range_reflect (fun k => shell v (k + 1)) q]
    refine Finset.sum_congr rfl fun k hk => shell_reflect hv ?_
    have := mem_range.mp hk
    omega
  unfold energy
  rw [Finset.sum_congr rfl fun a _ => key a, Finset.sum_comm, ← far]
  congr 2
  exact Finset.sum_range_add (fun k => shell v (k + 1)) p q

end

end RingOverlappingFragments
```

The compiler's answer:

```
Main.lean:99:46: error: Type mismatch
  hj
has type
  j ∈ window (p + q) (a + 1)
but is expected to have type
  j ∈ window (p + q) (j + 1)
```

Cause. The error arises where the proof shows that a site `j` in the window after `a` differs from `a`, so that the `if` takes its `else` branch. Assuming `e : a = j`, it seeks a contradiction with `ha`, which says that `a` is not in `window (p + q) (a + 1)`. The goal is therefore `a ∈ window (p + q) (a + 1)`.

The call `rw [e]` replaces every `a` in this goal by `j`, including the one that fixes where the window starts. The goal becomes `j ∈ window (p + q) (j + 1)`, while `hj` still speaks of the window starting at `a + 1`. `exact hj` compares the two as they stand and does not use `e` to reconcile them, hence the type mismatch.

The repair rewrites the hypothesis instead. In `hj`, `j` occurs only as the member, so `rw [← e] at hj` turns it into `a ∈ window (p + q) (a + 1)`. That is exactly the untouched goal, and `exact hj` closes it.

As a diff, the version that Lean accepts:

```diff
@@ -97,5 +97,5 @@
     rw [hu, Finset.sum_insert ha, if_pos rfl, zero_add, ← sum_next (le_of_eq hN)]
     exact Finset.sum_congr rfl fun j hj =>
-      if_neg (fun e : a = j => ha (by rw [e]; exact hj))
+      if_neg (fun e : a = j => ha (by rw [← e] at hj; exact hj))
   -- the shells beyond `p` are the mirror images of the shells up to `q`
   have far : ∑ k ∈ range q, shell v (p + k + 1) = ∑ k ∈ range q, shell v (k + 1) := by
```
